# A finite block minimax lies at or above the top of the lower block and the (m+1)-th eigenvalue

Q: An electron sits in a nuclear potential so strong that its bound levels sink among the negative-energy states. I maximise the energy over the lower component y, then minimise over the upper component x. Do I still get the lowest electronic level? And does a matrix theorem address that?

A: Not if that level has sunk below the largest eigenvalue of the lower block D: the minimax never lies below that eigenvalue. A matrix theorem shows this for a one-particle Hamiltonian in a finite orthonormal basis. The minimax also never lies below the (m+1)-th eigenvalue, which is the lowest electronic level as long as exactly the m negative-energy states lie below it. Let x have n ≥ 1 components and y have m ≥ 1, and write

H = [[A, B], [Bᴴ, D]], z = (x, y)

S(x) = sup_y ⟨z|H|z⟩/⟨z|z⟩, M = inf_{x≠0} S(x).

These are `dirac`, `upperMax` and `minimax`; `expect 1 z` is ⟨z|z⟩.

```lean
import Mathlib

open Matrix

namespace MinimaxWithoutGap

noncomputable section

variable {ι κ : Type*} [Fintype ι] [DecidableEq ι] [Fintype κ] [DecidableEq κ] {n m N : ℕ}

/-- The real part of the expectation value `⟨z|H|z⟩`; for `H = 1` it is the squared norm. -/
def expect (H : Matrix ι ι ℂ) (z : ι → ℂ) : ℝ := (star z ⬝ᵥ H *ᵥ z).re

/-- The Rayleigh quotient `⟨z|H|z⟩ / ⟨z|z⟩`, for `z ≠ 0`. -/
def rayleigh (H : Matrix ι ι ℂ) (z : ι → ℂ) : ℝ := expect H z / expect 1 z

/-- The block Hamiltonian `[[A, B], [Bᴴ, D]]` on upper and lower components. -/
def dirac (A : Matrix (Fin n) (Fin n) ℂ) (B : Matrix (Fin n) (Fin m) ℂ)
    (D : Matrix (Fin m) (Fin m) ℂ) : Matrix (Fin n ⊕ Fin m) (Fin n ⊕ Fin m) ℂ :=
  fromBlocks A B Bᴴ D

/-- The supremum of the Rayleigh quotient over lower components `y`, at fixed upper `x ≠ 0`. -/
def upperMax (H : Matrix (Fin n ⊕ Fin m) (Fin n ⊕ Fin m) ℂ) (x : Fin n → ℂ) : ℝ :=
  ⨆ y : Fin m → ℂ, rayleigh H (Sum.elim x y)

/-- The minimax energy: the infimum of `upperMax` over nonzero upper components, for `n ≥ 1`. -/
def minimax (H : Matrix (Fin n ⊕ Fin m) (Fin n ⊕ Fin m) ℂ) : ℝ :=
  ⨅ x : {x : Fin n → ℂ // x ≠ 0}, upperMax H x
```

Q: Where are Hermiticity and the ordering of levels?

A: In `IsAscendingSpectrum`: real eigenvalues e_0 ≤ … ≤ e_{n+m−1}, with orthonormal eigenvectors v_i as the columns of a unitary V. This forces H to be Hermitian. Counting starts at zero, so e_m is the (m+1)-th eigenvalue. Likewise f_{m−1} is the largest eigenvalue of D.

```lean
/-- `e` lists the eigenvalues of `H` in ascending order with multiplicity: the columns of
some `V` are a complete orthonormal set of eigenvectors with these eigenvalues. -/
def IsAscendingSpectrum (H : Matrix ι ι ℂ) (e : Fin N → ℝ) : Prop :=
  Monotone e ∧ ∃ V : Matrix ι (Fin N) ℂ, Vᴴ * V = 1 ∧ V * Vᴴ = 1 ∧
    H * V = V * diagonal fun i => (e i : ℂ)
```

Expanding z = Σ c_i v_i gives ⟨z|H|z⟩ = Σ e_i|c_i|² and ⟨z|z⟩ = Σ|c_i|². The next lemmas supply this, positivity of the norm, scaling, the block expansion and the resulting upper bound on the energy.

```lean
/-- In a combination of orthonormal eigenvectors, the expectation value is the sum of
eigenvalues times weights, and the squared norm is the sum of the weights. -/
theorem expect_eigen {H : Matrix ι ι ℂ} {W : Matrix ι κ ℂ} {e : κ → ℝ} (hW : Wᴴ * W = 1)
    (hH : H * W = W * diagonal fun i => (e i : ℂ)) (c : κ → ℂ) :
    expect H (W *ᵥ c) = ∑ i, e i * ‖c i‖ ^ 2 ∧ expect 1 (W *ᵥ c) = ∑ i, ‖c i‖ ^ 2 := by
  have key : ∀ (K : Matrix ι ι ℂ) (g : κ → ℝ), K * W = W * diagonal (fun i => (g i : ℂ)) →
      expect K (W *ᵥ c) = ∑ i, g i * ‖c i‖ ^ 2 := by
    intro K g hK
    rw [expect, mulVec_mulVec, hK, ← mulVec_mulVec, star_mulVec, ← dotProduct_mulVec,
      mulVec_mulVec _ Wᴴ W, hW, one_mulVec, dotProduct, Complex.re_sum]
    refine Finset.sum_congr rfl fun i _ => ?_
    rw [mulVec_diagonal, Complex.sq_norm, Complex.normSq_apply]
    simp
    ring
  exact ⟨key H e hH, by simpa using key 1 (fun _ => 1) (by simp)⟩

/-- A nonzero state has positive squared norm. -/
theorem expect_one_pos {z : ι → ℂ} (hz : z ≠ 0) : 0 < expect 1 z := by
  have h := (expect_eigen (H := (1 : Matrix ι ι ℂ)) (W := (1 : Matrix ι ι ℂ))
    (e := fun _ => 1) (by simp) (by simp) z).2
  rw [one_mulVec] at h
  obtain ⟨i, hi⟩ := Function.ne_iff.1 hz
  have hi' : 0 < ‖z i‖ := norm_pos_iff.2 hi
  rw [h]
  exact Finset.sum_pos' (fun _ _ => by positivity) ⟨i, Finset.mem_univ i, by positivity⟩

omit [DecidableEq ι] in
/-- Multiplying a state by `a` multiplies its expectation value by `|a|²`. -/
theorem expect_smul (H : Matrix ι ι ℂ) (a : ℂ) (z : ι → ℂ) :
    expect H (a • z) = ‖a‖ ^ 2 * expect H z := by
  rw [Complex.sq_norm, Complex.normSq_apply]
  simp only [expect, mulVec_smul, star_smul, smul_dotProduct, dotProduct_smul, smul_eq_mul,
    Complex.mul_re, Complex.mul_im, Complex.star_def, Complex.conj_re, Complex.conj_im]
  ring

/-- The energy splits into upper, coupling and lower parts; the squared norm is additive. -/
theorem expect_block (A : Matrix (Fin n) (Fin n) ℂ) (B : Matrix (Fin n) (Fin m) ℂ)
    (D : Matrix (Fin m) (Fin m) ℂ) (x : Fin n → ℂ) (y : Fin m → ℂ) :
    expect (dirac A B D) (Sum.elim x y) =
      expect A x + 2 * (star y ⬝ᵥ Bᴴ *ᵥ x).re + expect D y ∧
    expect 1 (Sum.elim x y) = expect 1 x + expect 1 y := by
  have key : ∀ (A : Matrix (Fin n) (Fin n) ℂ) (B : Matrix (Fin n) (Fin m) ℂ)
      (D : Matrix (Fin m) (Fin m) ℂ), expect (dirac A B D) (Sum.elim x y) =
      expect A x + 2 * (star y ⬝ᵥ Bᴴ *ᵥ x).re + expect D y := by
    intro A B D
    have h : (star x ⬝ᵥ B *ᵥ y).re = (star y ⬝ᵥ Bᴴ *ᵥ x).re := by
      rw [star_dotProduct, star_mulVec, ← dotProduct_mulVec]
      exact Complex.conj_re _
    have h2 : star (Sum.elim x y) ⬝ᵥ (dirac A B D *ᵥ Sum.elim x y) =
        star x ⬝ᵥ (A *ᵥ x + B *ᵥ y) + star y ⬝ᵥ (Bᴴ *ᵥ x + D *ᵥ y) := by
      rw [dirac, fromBlocks_mulVec]
      simp [dotProduct, Fintype.sum_sum_type]
    rw [expect, h2, dotProduct_add, dotProduct_add]
    simp only [Complex.add_re, expect]
    linarith
  exact ⟨key A B D, by simpa [dirac, fromBlocks_one] using key 1 0 1⟩

/-- If `H` is Hermitian and none of its eigenvalues exceeds `C`, the expectation value is at most
`C` times the squared norm. -/
theorem expect_le {H : Matrix ι ι ℂ} {e : Fin N → ℝ} (he : IsAscendingSpectrum H e) {C : ℝ}
    (hC : ∀ i, e i ≤ C) (z : ι → ℂ) : expect H z ≤ C * expect 1 z := by
  obtain ⟨_, V, h1, h2, h3⟩ := he
  obtain ⟨a, b⟩ := expect_eigen h1 h3 (Vᴴ *ᵥ z)
  rw [mulVec_mulVec, h2, one_mulVec] at a b
  rw [a, b, Finset.mul_sum]
  exact Finset.sum_le_sum fun i _ => mul_le_mul_of_nonneg_right (hC i) (by positivity)
```

Q: Why should D alone limit S(x)?

A: Because y may be arbitrarily large. The quotient is bounded, so S(x) is a true supremum. Insert y = tw and y = −tw and average; the coupling cancels:

⟨x|A|x⟩ + t²⟨w|D|w⟩ ≤ S(x)(⟨x|x⟩ + t²⟨w|w⟩).

Divide by t² and let t → ∞: ⟨w|D|w⟩ ≤ S(x)⟨w|w⟩. Lean replaces the limit by one sufficiently large t.

```lean
variable {A : Matrix (Fin n) (Fin n) ℂ} {B : Matrix (Fin n) (Fin m) ℂ}
  {D : Matrix (Fin m) (Fin m) ℂ} {e : Fin (n + m) → ℝ} {f : Fin m → ℝ}

/-- At fixed upper component `x ≠ 0`, the supremum over lower components bounds the energy of
every trial state `(x, y)` and also that of every purely lower state. -/
theorem upperMax_bounds (he : IsAscendingSpectrum (dirac A B D) e) {x : Fin n → ℂ}
    (hx : x ≠ 0) :
    (∀ y, expect (dirac A B D) (Sum.elim x y) ≤
      upperMax (dirac A B D) x * expect 1 (Sum.elim x y)) ∧
    ∀ w, expect D w ≤ upperMax (dirac A B D) x * expect 1 w := by
  have hp : ∀ y : Fin m → ℂ, 0 < expect 1 (Sum.elim x y) := fun y =>
    expect_one_pos fun h => hx (funext fun i => congrFun h (Sum.inl i))
  have hb : BddAbove (Set.range fun y => rayleigh (dirac A B D) (Sum.elim x y)) := by
    refine ⟨∑ i, |e i|, ?_⟩
    rintro _ ⟨y, rfl⟩
    exact (div_le_iff₀ (hp y)).2 (expect_le he (fun i => (le_abs_self _).trans
      (Finset.single_le_sum (f := fun i => |e i|) (fun _ _ => abs_nonneg _)
        (Finset.mem_univ i))) _)
  have h1 : ∀ y, expect (dirac A B D) (Sum.elim x y) ≤
      upperMax (dirac A B D) x * expect 1 (Sum.elim x y) :=
    fun y => (div_le_iff₀ (hp y)).1 (le_ciSup hb y)
  refine ⟨h1, fun w => ?_⟩
  by_contra hw
  obtain ⟨c, hc⟩ : ∃ c, c = expect D w - upperMax (dirac A B D) x * expect 1 w := ⟨_, rfl⟩
  obtain ⟨g, hg⟩ : ∃ g, g = upperMax (dirac A B D) x * expect 1 x - expect A x := ⟨_, rfl⟩
  have hc0 : 0 < c := by linarith [not_le.1 hw]
  -- averaging over `t w` and `-t w` removes the coupling
  have ht : ∀ t : ℝ, t ^ 2 * c ≤ g := by
    intro t
    have hneg : ∀ (K : Matrix (Fin m) (Fin m) ℂ) u, expect K (-u) = expect K u := by
      intro K u
      simp [expect, mulVec_neg]
    have p := h1 ((t : ℂ) • w)
    have q := h1 (-((t : ℂ) • w))
    rw [(expect_block A B D x _).1, (expect_block A B D x _).2] at p q
    simp only [hneg, star_neg, neg_dotProduct, Complex.neg_re, expect_smul,
      Complex.norm_real, Real.norm_eq_abs, sq_abs] at p q
    rw [hc, hg]
    linarith
  have hg0 : 0 ≤ g := by simpa using ht 0
  have hr : 0 ≤ g / c := by positivity
  have hrc : g / c * c = g := div_mul_cancel₀ g hc0.ne'
  have h2 := ht (g / c + 1)
  have h3 : 0 < ((g / c) ^ 2 + g / c + 1) * c := by positivity
  linarith
```

Taking w as the top eigenvector of D gives S(x) ≥ f_{m−1}.

Q: And the bound by e_m?

A: The vectors (ax, y), with x fixed, form a space of dimension m+1. Orthogonality to v_0, …, v_{m−1} imposes m conditions, so a nonzero z survives, with

e_m⟨z|z⟩ ≤ ⟨z|H|z⟩ ≤ S(x)⟨z|z⟩.

For a ≠ 0, the second inequality follows by rescaling z to (x, y/a); for a = 0, it is the bound for D.

The device is `LinearMap.ker_ne_bot_of_finrank_lt`: a linear map into a space of smaller dimension has a nonzero kernel vector. Here the map `G` sends (a, y) to the m overlaps.

```lean
/-- Without any gap assumption, the minimax energy is at least the largest eigenvalue of the lower
block `D` and the `(m+1)`-th ascending eigenvalue of the Hermitian matrix `H = dirac A B D`, for
nonempty blocks. -/
theorem max_le_minimax (hn : 0 < n) (hm : 0 < m) (he : IsAscendingSpectrum (dirac A B D) e)
    (hf : IsAscendingSpectrum D f) :
    max (f ⟨m - 1, by omega⟩) (e ⟨m, by omega⟩) ≤ minimax (dirac A B D) := by
  have : Nonempty {x : Fin n → ℂ // x ≠ 0} :=
    ⟨⟨fun _ => 1, fun h => one_ne_zero (congrFun h ⟨0, hn⟩)⟩⟩
  refine le_ciInf fun ⟨x, hx⟩ => ?_
  obtain ⟨hL, hD⟩ := upperMax_bounds he hx
  refine max_le ?_ ?_
  · obtain ⟨_, U, h1, _, h3⟩ := hf
    obtain ⟨k, hk⟩ : ∃ k : Fin m, k = ⟨m - 1, by omega⟩ := ⟨_, rfl⟩
    rw [← hk]
    have s : ∀ g : Fin m → ℝ, ∑ i, g i * ‖(Pi.single k 1 : Fin m → ℂ) i‖ ^ 2 = g k := by
      intro g
      rw [Finset.sum_eq_single k] <;> simp +contextual
    have s1 := s fun _ => 1
    simp only [one_mul] at s1
    obtain ⟨a, b⟩ := expect_eigen h1 h3 (Pi.single k 1)
    have h := hD (U *ᵥ Pi.single k 1)
    rw [a, b, s, s1, mul_one] at h
    exact h
  · obtain ⟨mono, V, h1, h2, h3⟩ := he
    let F : (ℂ × (Fin m → ℂ)) →ₗ[ℂ] (Fin n ⊕ Fin m → ℂ) :=
      { toFun := fun p => Sum.elim (p.1 • x) p.2
        map_add' := fun p q => by funext i; cases i <;> simp [add_mul]
        map_smul' := fun a p => by funext i; cases i <;> simp [mul_assoc] }
    -- `m` orthogonality conditions on an `(m+1)`-dimensional trial space
    let G := LinearMap.funLeft ℂ ℂ (fun i : Fin m => (⟨i, by omega⟩ : Fin (n + m))) ∘ₗ
      Vᴴ.mulVecLin ∘ₗ F
    obtain ⟨p, hp, hp0⟩ := (Submodule.ne_bot_iff _).1
      (LinearMap.ker_ne_bot_of_finrank_lt (f := G) (by simp [Module.finrank_prod]))
    have hc : ∀ i : Fin (n + m), (i : ℕ) < m → (Vᴴ *ᵥ F p) i = 0 := fun i hi =>
      congrFun (LinearMap.mem_ker.1 hp) ⟨i, hi⟩
    have low : e ⟨m, by omega⟩ * expect 1 (F p) ≤ expect (dirac A B D) (F p) := by
      obtain ⟨a, b⟩ := expect_eigen h1 h3 (Vᴴ *ᵥ F p)
      rw [mulVec_mulVec, h2, one_mulVec] at a b
      rw [a, b, Finset.mul_sum]
      refine Finset.sum_le_sum fun i _ => ?_
      by_cases hi : (i : ℕ) < m
      · simp [hc i hi]
      · exact mul_le_mul_of_nonneg_right (mono (Fin.le_def.2 (not_lt.1 hi))) (by positivity)
    have up : expect (dirac A B D) (F p) ≤ upperMax (dirac A B D) x * expect 1 (F p) := by
      by_cases h0 : p.1 = 0
      · have hF : F p = Sum.elim (0 : Fin n → ℂ) p.2 := by
          change Sum.elim (p.1 • x) p.2 = _
          rw [h0, zero_smul]
        have e0 : ∀ K : Matrix (Fin n) (Fin n) ℂ, expect K 0 = 0 := fun K => by simp [expect]
        rw [hF, (expect_block A B D 0 _).1, (expect_block A B D 0 _).2]
        simp only [e0, mulVec_zero, dotProduct_zero, Complex.zero_re, mul_zero, zero_add]
        exact hD p.2
      · have hF : F p = p.1 • Sum.elim x (p.1⁻¹ • p.2) := by
          funext i
          cases i <;> simp [F, h0]
        rw [hF, expect_smul, expect_smul]
        linarith [mul_le_mul_of_nonneg_left (hL (p.1⁻¹ • p.2)) (sq_nonneg ‖p.1‖)]
    refine le_of_mul_le_mul_right (low.trans up) (expect_one_pos fun h => hp0 ?_)
    have hx0 : p.1 • x = 0 := funext fun i => congrFun h (Sum.inl i)
    exact Prod.ext ((smul_eq_zero.1 hx0).resolve_right hx)
      (funext fun i => congrFun h (Sum.inr i))
```

Q: Can the bound be attained?

A: Yes. If e_m ≤ f_{m−1}, for instance, then M = f_{m−1}. Take E = f_{m−1} + ε with ε > 0. The same device, applied to the m+1 coefficients of v_0, …, v_m, gives a nonzero z₀ = (x, y₀) satisfying the m equations

Bᴴx + Dy₀ = Ey₀.

If x were zero, E would be an eigenvalue of D above its largest. Also ⟨z₀|H−E|z₀⟩ ≤ 0, since e_m ≤ E. For y = y₀ + h the linear term vanishes:

⟨z|H−E|z⟩ = ⟨z₀|H−E|z₀⟩ + ⟨h|D−E|h⟩ ≤ 0.

Hence M ≤ S(x) ≤ f_{m−1} + ε for every ε > 0. The final `linarith` combines these terms.

```lean
/-- For Hermitian `H = dirac A B D`, if its `(m+1)`-th ascending eigenvalue does not exceed the
largest eigenvalue of `D`, the minimax energy equals that largest eigenvalue of `D`, for nonempty
blocks. -/
theorem minimax_eq_of_gapless (hn : 0 < n) (hm : 0 < m)
    (he : IsAscendingSpectrum (dirac A B D) e) (hf : IsAscendingSpectrum D f)
    (hg : e ⟨m, by omega⟩ ≤ f ⟨m - 1, by omega⟩) :
    minimax (dirac A B D) = f ⟨m - 1, by omega⟩ := by
  refine le_antisymm (le_of_forall_pos_le_add fun ε hε => ?_)
    ((le_max_left _ _).trans (max_le_minimax hn hm he hf))
  obtain ⟨E, hE⟩ : ∃ E, E = f ⟨m - 1, by omega⟩ + ε := ⟨_, rfl⟩
  rw [← hE]
  have top : ∀ i, f i ≤ f ⟨m - 1, by omega⟩ := fun i =>
    hf.1 (Fin.le_def.2 (Nat.le_sub_one_of_lt i.2))
  have hDh : D.IsHermitian := by
    obtain ⟨_, U, _, u2, u3⟩ := hf
    have hd : (diagonal fun i => (f i : ℂ))ᴴ = diagonal fun i => (f i : ℂ) := by
      rw [diagonal_conjTranspose]
      congr 1
      funext i
      exact Complex.conj_ofReal _
    have hU : D = U * (diagonal fun i => (f i : ℂ)) * Uᴴ := by
      rw [← u3, Matrix.mul_assoc, u2, Matrix.mul_one]
    rw [hU]
    change _ᴴ = _
    rw [conjTranspose_mul, conjTranspose_mul, hd, conjTranspose_conjTranspose, Matrix.mul_assoc]
  have add : ∀ K : Matrix (Fin m) (Fin m) ℂ, K.IsHermitian → ∀ u v,
      expect K (u + v) = expect K u + 2 * (star v ⬝ᵥ K *ᵥ u).re + expect K v := by
    intro K hK u v
    have h : (star u ⬝ᵥ K *ᵥ v).re = (star v ⬝ᵥ K *ᵥ u).re := by
      rw [star_dotProduct, star_mulVec, ← dotProduct_mulVec, hK.eq]
      exact Complex.conj_re _
    simp only [expect, mulVec_add, star_add, add_dotProduct, dotProduct_add, Complex.add_re]
    linarith
  obtain ⟨mono, V, v1, _, v3⟩ := id he
  let g : Fin (m + 1) → Fin (n + m) := fun i => ⟨i, by omega⟩
  let W := V.submatrix id g
  have w1 : Wᴴ * W = 1 := by
    ext i j
    refine (congrFun (congrFun v1 (g i)) (g j)).trans ?_
    simp [one_apply, g, Fin.ext_iff]
  have w3 : dirac A B D * W = W * diagonal fun i => (e (g i) : ℂ) := by
    ext i j
    have h := congrFun (congrFun v3 i) (g j)
    rw [mul_diagonal] at h ⊢
    exact h
  -- some nonzero combination of the first `m+1` eigenvectors solves the lower equation at `E`
  let G := LinearMap.funLeft ℂ ℂ (Sum.inr : Fin m → Fin n ⊕ Fin m) ∘ₗ
    ((dirac A B D - (E : ℂ) • 1) * W).mulVecLin
  obtain ⟨c, hc, hc0⟩ := (Submodule.ne_bot_iff _).1
    (LinearMap.ker_ne_bot_of_finrank_lt (f := G) (by simp))
  have hz0 : W *ᵥ c ≠ 0 := fun h => hc0 (by
    rw [← one_mulVec c, ← w1, ← mulVec_mulVec, h, mulVec_zero])
  have hzE : expect (dirac A B D) (W *ᵥ c) ≤ E * expect 1 (W *ᵥ c) := by
    obtain ⟨a, b⟩ := expect_eigen w1 w3 c
    rw [a, b, Finset.mul_sum]
    refine Finset.sum_le_sum fun i _ => mul_le_mul_of_nonneg_right ?_ (by positivity)
    have hi : e (g i) ≤ e ⟨m, by omega⟩ := mono (Fin.le_def.2 (Nat.le_of_lt_succ i.2))
    linarith
  obtain ⟨x, y₀, hz⟩ : ∃ x y₀, W *ᵥ c = Sum.elim x y₀ :=
    ⟨_, _, (Sum.elim_comp_inl_inr _).symm⟩
  have hs : Bᴴ *ᵥ x + D *ᵥ y₀ = (E : ℂ) • y₀ := by
    funext j
    have h := congrFun (LinearMap.mem_ker.1 hc) j
    change (((dirac A B D - (E : ℂ) • 1) * W) *ᵥ c) (Sum.inr j) = 0 at h
    rw [← mulVec_mulVec, hz, sub_mulVec, smul_mulVec, one_mulVec, dirac,
      fromBlocks_mulVec] at h
    exact sub_eq_zero.1 h
  have hx : x ≠ 0 := by
    intro hx
    have hy : y₀ ≠ 0 := fun h => hz0 (by rw [hz, hx, h]; funext i; cases i <;> rfl)
    rw [hx, mulVec_zero, zero_add] at hs
    have h1 : expect D y₀ = E * expect 1 y₀ := by
      simp only [expect, hs, dotProduct_smul, one_mulVec, smul_eq_mul, Complex.re_ofReal_mul]
    have h2 := expect_le hf top y₀
    rw [h1, hE] at h2
    linarith [mul_pos hε (expect_one_pos hy)]
  have hb : BddBelow (Set.range fun x : {x : Fin n → ℂ // x ≠ 0} =>
      upperMax (dirac A B D) x) := by
    have hw : (fun _ => 1 : Fin m → ℂ) ≠ 0 := fun h => one_ne_zero (congrFun h ⟨0, hm⟩)
    refine ⟨expect D (fun _ => 1) / expect 1 (fun _ : Fin m => (1 : ℂ)), ?_⟩
    rintro _ ⟨⟨u, hu⟩, rfl⟩
    exact (div_le_iff₀ (expect_one_pos hw)).2 ((upperMax_bounds he hu).2 _)
  refine (ciInf_le hb ⟨x, hx⟩).trans (ciSup_le fun y => ?_)
  refine (div_le_iff₀ (expect_one_pos fun h =>
    hx (funext fun i => congrFun h (Sum.inl i)))).2 ?_
  -- complete the square around the stationary lower component
  obtain ⟨h, rfl⟩ : ∃ h, y = y₀ + h := ⟨y - y₀, by abel⟩
  have hsh := congrArg (fun v => (star h ⬝ᵥ v).re) hs
  simp only [dotProduct_add, dotProduct_smul, smul_eq_mul, Complex.add_re,
    Complex.re_ofReal_mul] at hsh
  have hh := expect_le hf (C := E) (fun i => by linarith [top i]) h
  rw [hz, (expect_block A B D x _).1, (expect_block A B D x _).2] at hzE
  rw [(expect_block A B D x _).1, (expect_block A B D x _).2, add D hDh, add 1 isHermitian_one,
    star_add, add_dotProduct, Complex.add_re, one_mulVec]
  linarith
```

Q: Show me numbers.

A: Here is a toy matrix with the coupling switched off, not a model of an atom. Take A = diag(−1, −2), B = 0, D = 0, so m = 1 and the eigenvalues are −2, −1, 0. For x = (1, 0) the quotient is

−1/(1 + |y|²),

which is −1 at y = 0, −1/10 at y = 3, and tends to 0. Every other x ≠ 0 also gives supremum 0, so M = 0, while e_1 = −1 and the lowest level of the upper block is −2.

```lean
/-- For `A = diag(-1, -2)`, `B = 0`, `D = 0` the ascending eigenvalues are `-2, -1, 0`, and
the minimax energy is `0`. -/
theorem gapless_witness :
    IsAscendingSpectrum (dirac !![-1, 0; 0, -2] (0 : Matrix (Fin 2) (Fin 1) ℂ) 0)
      (![-2, -1, 0] : Fin (2 + 1) → ℝ) ∧
    minimax (dirac !![-1, 0; 0, -2] (0 : Matrix (Fin 2) (Fin 1) ℂ) 0) = 0 := by
  have he : IsAscendingSpectrum (dirac !![-1, 0; 0, -2] (0 : Matrix (Fin 2) (Fin 1) ℂ) 0)
      (![-2, -1, 0] : Fin (2 + 1) → ℝ) := by
    refine ⟨?_, Matrix.of (Sum.elim ![![0, 1, 0], ![1, 0, 0]] ![![0, 0, 1]]), ?_, ?_, ?_⟩
    · intro i j hij
      fin_cases i <;> fin_cases j <;> simp_all
    · ext i j
      fin_cases i <;> fin_cases j <;>
        simp [Matrix.mul_apply, Fintype.sum_sum_type, Fin.sum_univ_succ]
    · ext i j
      rcases i with i | i <;> rcases j with j | j <;> fin_cases i <;> fin_cases j <;>
        simp [Matrix.mul_apply, Fin.sum_univ_succ, one_apply]
    · ext i j
      rw [mul_diagonal]
      rcases i with i | i <;> fin_cases i <;> fin_cases j <;>
        simp [dirac, Matrix.mul_apply, Fintype.sum_sum_type, Fin.sum_univ_succ]
  have hf : IsAscendingSpectrum (0 : Matrix (Fin 1) (Fin 1) ℂ) (fun _ : Fin 1 => (0 : ℝ)) :=
    ⟨fun _ _ _ => le_rfl, 1, by simp, by simp, by simp⟩
  exact ⟨he, minimax_eq_of_gapless (by norm_num) (by norm_num) he hf (by simp)⟩

end

end MinimaxWithoutGap
```

Q: What remains outside?

A: The continuum and the limit of a complete basis. A Coulomb potential enters only through its matrix elements, and a non-orthogonal basis must first be orthonormalised, separately for the upper and lower components. For e_m > f_{m−1} the Lean theorems give only M ≥ e_m; the argument above with E = e_m + ε gives equality, but that case is not formalised here.

```lean
#print axioms MinimaxWithoutGap.max_le_minimax
#print axioms MinimaxWithoutGap.minimax_eq_of_gapless
```

```
'MinimaxWithoutGap.max_le_minimax' depends on axioms: [propext, Classical.choice, Quot.sound]
'MinimaxWithoutGap.minimax_eq_of_gapless' depends on axioms: [propext, Classical.choice, Quot.sound]
```
